# Cubic symmetry leaves three invariant amplitudes on a 19-site fcc cluster

Take the integer vectors $v$ in three dimensions with even coordinate sum and $|v|^2\le 4$. There are 19 of them, and the 48 signed coordinate permutations map this set to itself. The complex functions on it that are invariant under all 48 operations form a space of dimension 3, and every matrix that commutes with the operations maps this space into itself.

In units of half the cubic lattice constant, the vectors are an fcc site with its first and second neighbours. For a non-interacting electron with one s-like orbital per site, an impurity problem on this cluster with full cubic symmetry therefore reduces, in the symmetric sector, from 19 amplitudes to 3.

## From shells to a three-by-three problem

A cubic operation $g$ consists of a permutation $\pi$ of the axes and signs $\sigma_i=\pm1$, with $(gv)_i=\sigma_iv_{\pi(i)}$. There are $3!\cdot2^3=48$ of them. Since $\sigma_i^2=1$, they preserve $|v|^2$. Since $v_i^2$ and $v_i$ have the same parity, $\sum_i v_i$ is even exactly when $|v|^2$ is. Both conditions that define the cluster are thus preserved.

The squared length can only be 0, 2 or 4, which gives three shells:

- shell 0: the origin, 1 site;
- shell 1: $(\pm1,\pm1,0)$ and its permutations, 12 sites;
- shell 2: $(\pm2,0,0)$ and its permutations, 6 sites.

Permutations and sign changes connect any two sites of one shell, and no operation changes the shell. An invariant amplitude $\psi$ is therefore a function of the shell, $\psi(x)=c_{s(x)}$, where $s(x)$ is the shell of $x$. The three numbers $c_0,c_1,c_2$ are free, so the dimension is 3.

Let $(P_g\psi)(x)=\psi(gx)$. If $AP_g=P_gA$ for all $g$ and $\psi$ is invariant, then
$$P_g(A\psi)=A(P_g\psi)=A\psi,$$
so $A\psi$ is invariant too. Its value on shell $s$ can be read off at any site $x_s$ of that shell:
$$(A\psi)(x_s)=\sum_t a_{st}c_t,\qquad a_{st}=\sum_{y\in\text{shell }t}A(x_s,y).$$

Now let $G_0$ be the host Green function on the cluster at a fixed energy and $V$ the impurity potential, which vanishes outside the cluster, both commuting with every $P_g$. The Dyson equation $G=G_0+G_0VG$ says $DG=G_0$ with $D=1-G_0V$, and $D$ also commutes with $P_g$. Hence
$$D(GP_g)=G_0P_g=P_gG_0=P_gDG=D(P_gG).$$
If $D$ is invertible, $GP_g=P_gG$. Physically, $D$ becomes singular at an energy outside the host spectrum where the impurity binds a state.

## Nearest-neighbour propagation with a central impurity

The following test matrix shows the algebra; it is not the Green function of a real one-orbital fcc host, for a reason given with the Lean version below. Let $G_0(x,y)=1$ when $|x-y|^2=2$ and 0 otherwise, in dimensionless units, and let $V$ have strength $u$ on the origin only. The origin has 12 neighbours in shell 1. The site $(1,1,0)$ has the origin, 4 sites of shell 1 and 2 sites of shell 2 as neighbours. The site $(2,0,0)$ has 4 neighbours in shell 1. With a tilde for the reduced $3\times3$ matrix $a_{st}$ of a site matrix, this gives
$$\tilde G_0=\begin{pmatrix}0&12&0\\1&4&2\\0&4&0\end{pmatrix}.$$

The on-site element of $G_0$ is zero, so $VG_0V=0$ and $G=G_0+G_0VG_0$. With $\tilde V=\mathrm{diag}(u,0,0)$, the only nonzero element of $\tilde G_0\tilde V\tilde G_0$ is $12u$, in the middle:
$$\tilde G=\begin{pmatrix}0&12&0\\1&4+12u&2\\0&4&0\end{pmatrix}.$$

These matrices act on site values. For normalised shell states, $a_{st}$ is multiplied by $\sqrt{N_s/N_t}$, where $N_s$ is the number of sites in shell $s$. The matrix is then symmetric, with off-diagonal elements $2\sqrt3$ between shells 0 and 1 and $2\sqrt2$ between shells 1 and 2.

## Solving for the central site at each energy

In a Green-function calculation with one orbital per site, orthonormal orbitals and a potential confined to the cluster, one takes the 19-site block of the host Green function at each energy. Taking the row of one site from each shell and summing it over each shell gives $\tilde G_0$; a symmetric site-diagonal potential gives $\tilde V=\mathrm{diag}(u_0,u_1,u_2)$, with $u_s$ the potential on shell $s$. One then solves the $3\times3$ system $(1-\tilde G_0\tilde V)\tilde G=\tilde G_0$. Because shell 0 has a single site, the first diagonal element of $\tilde G$ is the central element $G(0,0)$, and for the retarded function $-\operatorname{Im}G(0,0)/\pi$ is the local density of states there, per spin. The diagonal elements on the outer shells also need the non-symmetric sectors.

## Sites and operations in Lean

```lean
import Mathlib

open Matrix

namespace FccImpurityCluster

noncomputable section
```

Vectors are functions `Fin 3 → ℤ`, and `normSq` is $|v|^2$.

```lean
/-- The squared length of an integer vector. -/
def normSq (v : Fin 3 → ℤ) : ℤ := ∑ i, v i ^ 2
```

The cluster is cut out of a finite box, which makes it possible to enumerate.

```lean
/-- The fcc cluster: integer vectors with even coordinate sum and squared length at most 4,
selected from the box of vectors with coordinates between -2 and 2. -/
def cluster : Finset (Fin 3 → ℤ) :=
  (Fintype.piFinset fun _ : Fin 3 => Finset.Icc (-2 : ℤ) 2).filter
    fun v => Even (∑ i, v i) ∧ normSq v ≤ 4

/-- A site of the cluster. -/
abbrev Site := {v : Fin 3 → ℤ // v ∈ cluster}
```

An operation is a pair: `g.1` is $\pi$ and `g.2` holds the signs, as units of the integers.

```lean
/-- A signed coordinate permutation: a permutation of the axes and a sign for each axis. -/
abbrev CubicOp := Equiv.Perm (Fin 3) × (Fin 3 → ℤˣ)

/-- The action of a signed coordinate permutation on integer vectors. -/
def op (g : CubicOp) (v : Fin 3 → ℤ) : Fin 3 → ℤ := fun i => (g.2 i : ℤ) * v (g.1 i)
```

The first theorem shows that the box loses nothing: $v_i^2\le|v|^2\le4$ bounds each coordinate, and `nlinarith` draws that conclusion. The number 19 comes from enumeration by `decide +kernel`.

```lean
/-- The cluster consists of all integer vectors with even coordinate sum and squared length
at most 4, and it has 19 sites. -/
theorem cluster_sites :
    (∀ v, v ∈ cluster ↔ Even (∑ i, v i) ∧ normSq v ≤ 4) ∧ cluster.card = 19 := by
  refine ⟨fun v => ?_, by decide +kernel⟩
  simp only [cluster, Finset.mem_filter, Fintype.mem_piFinset, Finset.mem_Icc]
  refine ⟨fun h => h.2, fun h => ⟨fun i => ?_, h⟩⟩
  -- no coordinate can exceed the length of the vector
  have h1 : v i ^ 2 ≤ normSq v :=
    Finset.single_le_sum (f := fun j => v j ^ 2) (fun j _ => sq_nonneg (v j))
      (Finset.mem_univ i)
  have h2 := h.2
  constructor <;> nlinarith
```

The next theorem counts the operations, separates them by their effect on $(1,2,3)$, and writes the composition of two as a third.

```lean
/-- There are 48 signed coordinate permutations; they act as different maps, and the
composition of two of them is again one of them. -/
theorem cubic_operations :
    Fintype.card CubicOp = 48 ∧ Function.Injective op ∧
      ∀ g h, ∃ k, op k = op g ∘ op h := by
  refine ⟨by decide +kernel, fun g h e => ?_, fun g h =>
    ⟨(g.1.trans h.1, fun i => g.2 i * h.2 (g.1 i)), by
      funext v i; simp [op, mul_assoc]⟩⟩
  -- the vector (1, 2, 3) tells all operations apart
  have key : ∀ i, g.1 i = h.1 i ∧ g.2 i = h.2 i := by
    intro i
    have t := congrFun (congrFun e (fun j => ((j : ℕ) : ℤ) + 1)) i
    simp only [op] at t
    rcases Int.units_eq_one_or (g.2 i) with a | a <;>
    rcases Int.units_eq_one_or (h.2 i) with b | b <;>
    simp only [a, b, Units.val_one, Units.val_neg] at t
    · exact ⟨Fin.ext (by omega), by rw [a, b]⟩
    · exfalso; omega
    · exfalso; omega
    · exact ⟨Fin.ext (by omega), by rw [a, b]⟩
  exact Prod.ext (Equiv.ext fun i => (key i).1) (funext fun i => (key i).2)
```

Length is preserved because the signs square to one and a permutation only reorders the sum.

```lean
/-- Signed coordinate permutations preserve the squared length. -/
theorem normSq_op (g : CubicOp) (v : Fin 3 → ℤ) : normSq (op g v) = normSq v := by
  have hs : ∀ i, ((g.2 i : ℤ)) ^ 2 = 1 := by
    intro i
    rcases Int.units_eq_one_or (g.2 i) with h | h <;> simp [h]
  simp only [normSq, op, mul_pow, hs, one_mul]
  exact Equiv.sum_comp g.1 (fun i => v i ^ 2)
```

With the parity argument, this turns `op g` into a map `move g` from sites to sites.

```lean
/-- The action of a signed coordinate permutation on the sites of the cluster. -/
def move (g : CubicOp) (x : Site) : Site :=
  ⟨op g x.1, by
    -- the coordinate sum has the parity of the squared length
    have par : ∀ v : Fin 3 → ℤ, Even (∑ i, v i) ↔ Even (normSq v) := by
      intro v
      simp [normSq, Fin.sum_univ_three, Int.even_add, Int.even_pow]
    have hx := (cluster_sites.1 x.1).1 x.2
    rw [cluster_sites.1, par, normSq_op, ← par]
    exact hx⟩
```

## Invariant amplitudes and commuting matrices

The label `shell` takes the values 0, 1 and 2 as above. The matrix `symMat g` is $P_g$, and `sector` is the complex subspace of amplitudes with $\psi(gx)=\psi(x)$ for all $g$ and $x$.

```lean
/-- The shell of a site: 0 for squared length 0, 1 for squared length 2, and 2 otherwise. -/
def shell (x : Site) : Fin 3 :=
  if normSq x.1 = 0 then 0 else if normSq x.1 = 2 then 1 else 2

/-- The matrix of a signed coordinate permutation g on site amplitudes; it turns ψ(x)
into ψ(gx). -/
def symMat (g : CubicOp) : Matrix Site Site ℂ := fun x y => if move g x = y then 1 else 0

/-- The symmetric sector: complex site amplitudes invariant under all signed coordinate
permutations. -/
def sector : Submodule ℂ (Site → ℂ) where
  carrier := {ψ | ∀ g x, ψ (move g x) = ψ x}
  add_mem' := by
    intro a b ha hb g x
    simp only [Pi.add_apply, ha g x, hb g x]
  zero_mem' := fun _ _ => rfl
  smul_mem' := by
    intro c a ha g x
    simp only [Pi.smul_apply, ha g x]
```

That the shells are exactly the orbits is proved in two directions: a finite check finds an operation between any two sites of a shell, and `normSq_op` gives the converse.

```lean
/-- Two sites lie in the same shell exactly when a signed coordinate permutation carries
one to the other. -/
theorem shell_eq_iff (x y : Site) : shell x = shell y ↔ ∃ g, move g x = y := by
  constructor
  · revert x y
    decide +kernel
  · rintro ⟨g, rfl⟩
    simp only [shell, move, normSq_op]
```

For an invariant $\psi$, the shell function $c$ is obtained by evaluating $\psi$ at one representative per shell, chosen by `Function.surjInv`.

```lean
/-- An amplitude is in the symmetric sector exactly when it depends only on the shell. -/
theorem mem_sector_iff (ψ : Site → ℂ) : ψ ∈ sector ↔ ∃ c : Fin 3 → ℂ, c ∘ shell = ψ := by
  constructor
  · intro h
    have hs : Function.Surjective shell := by decide +kernel
    refine ⟨ψ ∘ Function.surjInv hs, funext fun x => ?_⟩
    obtain ⟨g, hg⟩ := (shell_eq_iff _ x).1 (Function.surjInv_eq hs (shell x))
    have t := h g (Function.surjInv hs (shell x))
    rw [hg] at t
    exact t.symm
  · rintro ⟨c, rfl⟩ g x
    exact congrArg c ((shell_eq_iff x (move g x)).2 ⟨g, rfl⟩).symm
```

The main theorem has two parts. For the dimension, `sector` is identified with the range of the map $c\mapsto c\circ\text{shell}$, which is injective because every shell is occupied. For the second part, `act` states $(P_g\varphi)(y)=\varphi(gy)$, `fixed` states $P_g\psi=\psi$, and `inv` is the displayed identity for $A\psi$. The matrix $A$ need not be Hermitian.

```lean
/-- The symmetric sector has dimension 3, and every matrix commuting with all signed
coordinate permutations maps it into itself. -/
theorem symmetric_sector :
    Module.finrank ℂ sector = 3 ∧
      ∀ A : Matrix Site Site ℂ, (∀ g, A * symMat g = symMat g * A) →
        ∀ ψ ∈ sector, A *ᵥ ψ ∈ sector := by
  constructor
  · have hs : Function.Surjective shell := by decide +kernel
    have hr : sector = LinearMap.range (LinearMap.funLeft ℂ ℂ shell) := by
      ext ψ
      rw [mem_sector_iff]
      rfl
    rw [hr, LinearMap.finrank_range_of_inj
      (LinearMap.funLeft_injective_of_surjective ℂ ℂ shell hs)]
    simp
  · intro A hA ψ hψ g x
    have act : ∀ (φ : Site → ℂ) y, (symMat g *ᵥ φ) y = φ (move g y) := by
      intro φ y
      simp [symMat, Matrix.mulVec, dotProduct, -Finset.univ_eq_attach]
    have fixed : symMat g *ᵥ ψ = ψ := funext fun y => (act ψ y).trans (hψ g y)
    have inv : symMat g *ᵥ (A *ᵥ ψ) = A *ᵥ ψ := by
      rw [Matrix.mulVec_mulVec, ← hA g, ← Matrix.mulVec_mulVec, fixed]
    exact (act (A *ᵥ ψ) x).symm.trans (congrFun inv x)
```

The reduced matrix is the row sum $a_{st}$. The proof moves from $x$ to the representative of its shell, where the sum over sites splits into sums over shells.

```lean
/-- On the symmetric sector, a matrix commuting with all signed coordinate permutations
acts as a 3 × 3 matrix on the shell amplitudes. -/
theorem shell_reduction (A : Matrix Site Site ℂ) (hA : ∀ g, A * symMat g = symMat g * A) :
    ∃ a : Matrix (Fin 3) (Fin 3) ℂ, ∀ c : Fin 3 → ℂ,
      A *ᵥ (c ∘ shell) = (a *ᵥ c) ∘ shell := by
  have hs : Function.Surjective shell := by decide +kernel
  -- sum the row of one representative site over each shell
  refine ⟨fun s t => ∑ y, if shell y = t then A (Function.surjInv hs s) y else 0,
    fun c => funext fun x => ?_⟩
  obtain ⟨d, hd⟩ := (mem_sector_iff _).1
    (symmetric_sector.2 A hA _ ((mem_sector_iff _).2 ⟨c, rfl⟩))
  have e : (A *ᵥ (c ∘ shell)) x = (A *ᵥ (c ∘ shell)) (Function.surjInv hs (shell x)) := by
    rw [← hd]
    simp only [Function.comp_apply, Function.surjInv_eq]
  rw [e]
  simp only [Matrix.mulVec, dotProduct, Function.comp_apply, Finset.sum_mul, ite_mul, zero_mul]
  rw [Finset.sum_comm]
  simp [-Finset.univ_eq_attach]
```

## The Dyson equation and a solvable case

In `dyson_symmetric`, $G_0$ and $V$ are arbitrary complex matrices on the cluster. Their symmetry and the invertibility of $1-G_0V$ are assumed, not derived from a crystal Hamiltonian. The symmetry assumption describes a substitutional impurity on the central site that is unrelaxed, or whose relaxation keeps the cubic point group. Orbitals that themselves rotate, such as p and d, would need a larger representation. In the proof, `h1` is $DG=G_0$, `h2` is $DP_g=P_gD$, and the `calc` block is the chain above before $D$ is cancelled.

```lean
/-- If the host Green function G₀ and the impurity potential V commute with all signed
coordinate permutations and 1 - G₀V is invertible, then so does any solution G of the Dyson
equation G = G₀ + G₀VG. -/
theorem dyson_symmetric (G₀ V G : Matrix Site Site ℂ)
    (h₀ : ∀ g, G₀ * symMat g = symMat g * G₀) (hV : ∀ g, V * symMat g = symMat g * V)
    (hu : IsUnit (1 - G₀ * V)) (hG : G = G₀ + G₀ * V * G) (g : CubicOp) :
    G * symMat g = symMat g * G := by
  have h1 : (1 - G₀ * V) * G = G₀ := by
    rw [sub_mul, one_mul, sub_eq_iff_eq_add]
    exact hG
  have h2 : (1 - G₀ * V) * symMat g = symMat g * (1 - G₀ * V) := by
    rw [sub_mul, mul_sub, one_mul, mul_one, mul_assoc, hV g, ← mul_assoc, h₀ g, mul_assoc]
  -- both products solve the same linear equation
  apply hu.mul_left_cancel
  calc (1 - G₀ * V) * (G * symMat g) = G₀ * symMat g := by rw [← mul_assoc, h1]
    _ = symMat g * ((1 - G₀ * V) * G) := by rw [h1, h₀ g]
    _ = (1 - G₀ * V) * (symMat g * G) := by rw [← mul_assoc, ← h2, mul_assoc]
```

The last definitions generalise the numerical instance: the host elements are any function $f$ of the squared distance, and the potential has any strength $u$ at the origin.

```lean
/-- A matrix whose elements are a function f of the squared distance between sites. -/
def distanceMatrix (f : ℤ → ℂ) : Matrix Site Site ℂ := fun x y => f (normSq (x.1 - y.1))

/-- A potential of strength u on the central site only. -/
def centralPotential (u : ℂ) : Matrix Site Site ℂ :=
  Matrix.diagonal fun x => if shell x = 0 then u else 0
```

The condition $f(0)=0$ ends the Dyson series after first order in $V$. A potential on the central site has a closed solution without it: $VG_0V=uf(0)V$, so $G=G_0+G_0VG_0/(1-uf(0))$ when $uf(0)\ne1$. An fcc host with one orbital per site and finite-range hopping never meets the condition. There the on-site element is the average of $1/(E-\varepsilon(k))$ over the Brillouin zone, where $\varepsilon(k)$ is the band energy. At energies outside the band all terms have the same sign, and inside the band the imaginary part of the retarded function is nonzero. The theorem thus shows that the hypotheses of `dyson_symmetric` can be met together; it does not model a crystal.

The proof first obtains $VG_0V=0$ (`hz`) and hence $(G_0V)^2=0$ (`hq`). The host commutes with the operations because $|gx-gy|=|x-y|$, and the potential because the shell label is invariant. The inverse of $1-G_0V$ is $1+G_0V$, and the Dyson series ends after first order in $V$.

```lean
/-- For a distance-dependent G₀ with zero on-site element and a potential V on the central
site, the hypotheses of `dyson_symmetric` hold with G = G₀ + G₀VG₀. -/
theorem dyson_symmetric_witness (f : ℤ → ℂ) (hf : f 0 = 0) (u : ℂ) :
    let G₀ := distanceMatrix f
    let V := centralPotential u
    let G := G₀ + G₀ * V * G₀
    (∀ g, G₀ * symMat g = symMat g * G₀) ∧ (∀ g, V * symMat g = symMat g * V) ∧
      IsUnit (1 - G₀ * V) ∧ G = G₀ + G₀ * V * G := by
  intro G₀ V G
  -- V acts on the central site only, where the on-site element of G₀ is zero
  have hz : V * G₀ * V = 0 := by
    have hc : ∀ x y : Site, shell x = 0 → shell y = 0 → normSq (x.1 - y.1) = 0 := by
      decide +kernel
    ext x y
    simp only [V, G₀, centralPotential, Matrix.mul_diagonal, Matrix.diagonal_mul,
      distanceMatrix, Matrix.zero_apply]
    by_cases hx : shell x = 0
    · by_cases hy : shell y = 0
      · rw [hc x y hx hy, hf, mul_zero, zero_mul]
      · rw [if_neg hy, mul_zero]
    · rw [if_neg hx, zero_mul, zero_mul]
  have hq : G₀ * V * (G₀ * V) = 0 := by
    calc G₀ * V * (G₀ * V) = G₀ * (V * G₀ * V) := by simp only [mul_assoc]
      _ = 0 := by rw [hz, mul_zero]
  refine ⟨fun g => ?_, fun g => ?_, ?_, ?_⟩
  · have inj : Function.Injective (move g) := by
      intro x y h
      apply Subtype.ext
      funext i
      have t := congrFun (congrArg Subtype.val h) (g.1.symm i)
      simpa [move, op] using t
    ext x z
    obtain ⟨y, rfl⟩ := Finite.injective_iff_surjective.mp inj z
    have hl : (G₀ * symMat g) x (move g y) = G₀ x y := by
      simp [Matrix.mul_apply, symMat, inj.eq_iff, -Finset.univ_eq_attach]
    have hr : (symMat g * G₀) x (move g y) = G₀ (move g x) (move g y) := by
      simp [Matrix.mul_apply, symMat, -Finset.univ_eq_attach]
    have hd : op g x.1 - op g y.1 = op g (x.1 - y.1) := by
      funext i
      simp only [op, Pi.sub_apply]
      ring
    rw [hl, hr]
    simp only [G₀, distanceMatrix, move, hd, normSq_op]
  · ext x z
    simp only [V, centralPotential, Matrix.mul_diagonal, Matrix.diagonal_mul, symMat]
    by_cases h : move g x = z
    · rw [(shell_eq_iff x z).2 ⟨g, h⟩, mul_comm]
    · rw [if_neg h, mul_zero, zero_mul]
  · refine ⟨⟨1 - G₀ * V, 1 + G₀ * V, ?_, ?_⟩, rfl⟩
    · rw [sub_mul, one_mul, mul_add, mul_one, hq, add_zero, add_sub_cancel_right]
    · rw [add_mul, one_mul, mul_sub, mul_one, hq, sub_zero, sub_add_cancel]
  · have h3 : G₀ * V * (G₀ * V * G₀) = 0 := by rw [← mul_assoc, hq, zero_mul]
    change G₀ + G₀ * V * G₀ = G₀ + G₀ * V * (G₀ + G₀ * V * G₀)
    rw [mul_add, h3, add_zero]

end

end FccImpurityCluster
```

```lean
#print axioms FccImpurityCluster.cubic_operations
-- 'FccImpurityCluster.cubic_operations' depends on axioms: [propext, Classical.choice, Quot.sound]
#print axioms FccImpurityCluster.symmetric_sector
-- 'FccImpurityCluster.symmetric_sector' depends on axioms: [propext, Classical.choice, Quot.sound]
#print axioms FccImpurityCluster.shell_reduction
-- 'FccImpurityCluster.shell_reduction' depends on axioms: [propext, Classical.choice, Quot.sound]
#print axioms FccImpurityCluster.dyson_symmetric
-- 'FccImpurityCluster.dyson_symmetric' depends on axioms: [propext, Classical.choice, Quot.sound]
```
